# A surface term restores Hermiticity between a radial function and its local orbital in a muffin-tin sphere

Let $h$ be a linear map on a real inner product space with $hu = Eu$, $hv = Ev + u$ and $\|u\| = 1$. Let $f(R)$ and $f'(R)$ denote the value and radial slope of $f$ at the sphere radius $R$, both linear in $f$, and suppose that $R^2\,(u'(R)v(R) - u(R)v'(R)) = 1$. If $w = au + bv$ vanishes at the sphere, then

$$\langle u, hw\rangle + R^2\,u(R)\,w'(R) = \langle w, hu\rangle .$$

In APW+lo, $h$ is the radial Hamiltonian inside the sphere, in units where the kinetic energy is $-\nabla^2$, $u$ is its regular solution at a fixed energy $E$, $v$ is the energy derivative of $u$, and $w$ is the local orbital. The result concerns the Hamiltonian matrix element between an augmented plane wave and a local orbital, for one angular momentum channel in one sphere with a spherical, non-relativistic, one-electron potential.

In Lean 4 with Mathlib:

```lean
import Mathlib

open scoped InnerProductSpace

namespace APWLocalOrbitalSurface

noncomputable section
```

## The radial equations

The units are those in which the kinetic energy is $-\nabla^2$. With the centrifugal term absorbed into $V$, the equation $(-\nabla^2 + V - E)f = g$ for a radial function reads

$$(r^2 f')' = r^2\big((V-E)f - g\big).$$

The solution $u$ has $g = 0$. Differentiating its equation with respect to $E$ gives the equation for $v$, which has $g = u$.

In the definition below, `df` is the slope of `f`, and both derivatives are required at every point of $[0,R]$. This includes the nucleus, so irregular solutions are excluded. A Coulomb singularity does no harm, because the factor $r^2$ removes whatever value `V` is given at $r = 0$.

```lean
/-- On the sphere `0 ≤ r ≤ R`, the radial function `f` with slope `df` satisfies
`(-∇² + V - E) f = g`, written as `(r² f')' = r² ((V - E) f - g)`; the potential `V` includes
the centrifugal term. -/
def SolvesRadial (V : ℝ → ℝ) (E R : ℝ) (f df g : ℝ → ℝ) : Prop :=
  ∀ r ∈ Set.Icc (0 : ℝ) R, HasDerivAt f (df r) r ∧
    HasDerivAt (fun s => s ^ 2 * df s) (r ^ 2 * ((V r - E) * f r - g r)) r
```

## The Wronskian at the sphere gives the squared norm inside it

Set $W(r) = r^2(u'v - uv')$. The terms $r^2u'v'$ cancel in its derivative, and so does the potential:

$$W' = (r^2u')'v - u\,(r^2v')' = r^2(V-E)uv - u\,r^2\big((V-E)v - u\big) = r^2u^2 .$$

Since $W(0) = 0$, integration gives

$$R^2\big(u'(R)v(R) - u(R)v'(R)\big) = \int_0^R r^2u^2\,dr .$$

For normalized $u$ the right-hand side is 1, and this is the physical content of the Wronskian condition in the opening statement.

The proof follows the same two steps. `hW` computes the derivative by the product rule, with `ring` doing the cancellation. The fundamental theorem of calculus then applies, because $r^2u^2$ is continuous and hence integrable.

```lean
/-- If `u` solves the radial equation at energy `E` and `v` solves the energy-differentiated
equation `(-∇² + V - E) v = u`, then `R² (u' v - u v')` at the sphere is the squared norm
of `u` inside it. -/
theorem radial_wronskian {V u du v dv : ℝ → ℝ} {E R : ℝ} (hR : 0 ≤ R)
    (hu : SolvesRadial V E R u du (fun _ => 0)) (hv : SolvesRadial V E R v dv u) :
    R ^ 2 * (du R * v R - u R * dv R) = ∫ r in (0 : ℝ)..R, r ^ 2 * u r ^ 2 := by
  -- the potential drops out of the derivative of the Wronskian
  have hW : ∀ r ∈ Set.uIcc (0 : ℝ) R,
      HasDerivAt (fun s => s ^ 2 * du s * v s - u s * (s ^ 2 * dv s))
        (r ^ 2 * u r ^ 2) r := by
    intro r hr
    rw [Set.uIcc_of_le hR] at hr
    have hu2 : HasDerivAt (fun s => s ^ 2 * du s)
        (r ^ 2 * ((V r - E) * u r - 0)) r := (hu r hr).2
    exact ((hu2.fun_mul (hv r hr).1).fun_sub
      ((hu r hr).1.fun_mul (hv r hr).2)).congr_deriv (by ring)
  have hc : ContinuousOn u (Set.uIcc (0 : ℝ) R) := by
    intro r hr
    rw [Set.uIcc_of_le hR] at hr
    exact (hu r hr).1.continuousAt.continuousWithinAt
  have hi : ContinuousOn (fun r => r ^ 2 * u r ^ 2) (Set.uIcc (0 : ℝ) R) := by
    fun_prop
  -- the contribution at the nucleus vanishes because of the factor r²
  rw [intervalIntegral.integral_eq_sub_of_hasDerivAt hW hi.intervalIntegrable]
  ring
```

## The corrected matrix element

From here on, $u$ and $v$ are vectors in a real inner product space `H`, and `val` and `slope` are linear functionals standing for $f \mapsto f(R)$ and $f \mapsto f'(R)$. The corrected matrix element is

$$\langle f, hg\rangle + R^2 f(R)\,g'(R).$$

For smooth radial functions, Green's identity turns this into the form in which the kinetic energy is an integral over a product of gradients; that reading motivates the definition, while the proofs use only the formula.

`h` is defined on all of `H`, whereas a differential operator is not defined on every square-integrable function. The span of $u$ and $v$ is enough as `H`, since $h$ maps it into itself. In this abstract setting the Wronskian relation is a hypothesis, supplied for actual radial functions by the integral above.

```lean
variable {H : Type*} [NormedAddCommGroup H] [InnerProductSpace ℝ H]

/-- The Hamiltonian matrix element `⟨f, h g⟩` inside the sphere plus the surface term
`R² f(R) g'(R)`, where `val` and `slope` read off the value and the radial slope at `R`. -/
def surfaceForm (h : H →ₗ[ℝ] H) (val slope : H →ₗ[ℝ] ℝ) (R : ℝ) (f g : H) : ℝ :=
  ⟪f, h g⟫_ℝ + R ^ 2 * val f * slope g
```

## How far the bare Hamiltonian is from Hermitian

Take $f = cu + dv$ and $g = au + bv$ with real numbers $a, b, c, d$; here $du$ and $dv$ are products, not the slopes `du` and `dv` of the code above. Then $hg = Eg + bu$ and $hf = Ef + du$. The terms with $E$ cancel in the difference:

$$\langle f, hg\rangle - \langle g, hf\rangle = b\langle f,u\rangle - d\langle g,u\rangle = b\big(c + d\langle v,u\rangle\big) - d\big(a + b\langle v,u\rangle\big) = cb - da .$$

The overlap $\langle u,v\rangle$ drops out, so orthogonality of $u$ and $v$ is not assumed. This fits the equations: adding a multiple of $u$ to $v$ leaves $hv = Ev + u$ intact.

In the proof, `simp` expands the inner products by bilinearity and inserts $\langle u,u\rangle = 1$, and `ring` collects the terms.

```lean
/-- For `h u = E u`, `h v = E v + u` and normalized `u`, the Hamiltonian inside the sphere fails
to be Hermitian between `c u + d v` and `a u + b v` by the amount `c b - d a`. -/
theorem hermiticity_defect {h : H →ₗ[ℝ] H} {u v : H} {E : ℝ}
    (hu : h u = E • u) (hv : h v = E • v + u) (hn : ‖u‖ = 1) (c d a b : ℝ) :
    ⟪c • u + d • v, h (a • u + b • v)⟫_ℝ - ⟪a • u + b • v, h (c • u + d • v)⟫_ℝ
      = c * b - d * a := by
  have huu : ⟪u, u⟫_ℝ = 1 := by
    rw [real_inner_self_eq_norm_sq, hn]
    norm_num
  simp only [map_add, map_smul, hu, hv, inner_add_left, inner_add_right,
    real_inner_smul_left, real_inner_smul_right, huu, real_inner_comm u v]
  ring
```

## The surface terms cancel the defect

The antisymmetric part of the surface term is

$$R^2\big(f(R)g'(R) - g(R)f'(R)\big) = (cb - da)\,R^2\big(u(R)v'(R) - u'(R)v(R)\big) = -(cb - da),$$

by the Wronskian relation. Added to the defect $cb - da$ it gives zero, so the corrected form is symmetric on the whole span of $u$ and $v$.

```lean
/-- For `h u = E u`, `h v = E v + u`, normalized `u` and `R² (u' v - u v') = 1` at the sphere,
the surface-corrected Hamiltonian is symmetric between any two combinations of `u` and `v`. -/
theorem surfaceForm_symm {h : H →ₗ[ℝ] H} {val slope : H →ₗ[ℝ] ℝ} {u v : H} {E R : ℝ}
    (hu : h u = E • u) (hv : h v = E • v + u) (hn : ‖u‖ = 1)
    (hW : R ^ 2 * (slope u * val v - val u * slope v) = 1) (c d a b : ℝ) :
    surfaceForm h val slope R (c • u + d • v) (a • u + b • v)
      = surfaceForm h val slope R (a • u + b • v) (c • u + d • v) := by
  have hlin : ∀ (L : H →ₗ[ℝ] ℝ) (x y : ℝ), L (x • u + y • v) = x * L u + y * L v := by
    intro L x y
    simp
  have hdef := hermiticity_defect hu hv hn c d a b
  unfold surfaceForm
  rw [hlin val c d, hlin val a b, hlin slope c d, hlin slope a b]
  -- the Wronskian turns the surface terms into minus the defect
  linear_combination hdef - (c * b - d * a) * hW
```

The proof turns on its last line, `linear_combination hdef - (c * b - d * a) * hW`. This tactic takes a weighted sum of known equations and asks `ring` to confirm that the goal differs from it only by algebra. The weights are those of the argument above: the defect identity once, minus the Wronskian relation multiplied by $cb - da$. The inner products enter as unexpanded quantities, because `hdef` already contains what is needed about them. Before that, `hlin` writes the boundary values and slopes of the combinations in terms of those of $u$ and $v$.

## The local orbital

Now choose $c = 1$, $d = 0$, so that $f = u$, and let $g = w = au + bv$ with $w(R) = 0$. Symmetry of the corrected form reads

$$\langle u, hw\rangle + R^2u(R)w'(R) = \langle w, hu\rangle + R^2w(R)u'(R),$$

and the last term vanishes. The bare matrix elements differ by $b$, and the surface term equals $-b$. The condition $w(R) = 0$ is the hypothesis `hw`; the slope of $w$ at the sphere is left free, as it is for an APW+lo local orbital.

```lean
/-- Let `h u = E u`, `h v = E v + u`, `u` be normalized and `R² (u' v - u v') = 1` at the sphere.
For a local orbital `w = a u + b v` that vanishes at the sphere, adding the surface term
`R² u(R) w'(R)` to `⟨u, h w⟩` gives `⟨w, h u⟩`. -/
theorem surface_term_restores_hermiticity {h : H →ₗ[ℝ] H} {val slope : H →ₗ[ℝ] ℝ}
    {u v : H} {E R a b : ℝ}
    (hu : h u = E • u) (hv : h v = E • v + u) (hn : ‖u‖ = 1)
    (hW : R ^ 2 * (slope u * val v - val u * slope v) = 1)
    (hw : val (a • u + b • v) = 0) :
    ⟪u, h (a • u + b • v)⟫_ℝ + R ^ 2 * val u * slope (a • u + b • v)
      = ⟪a • u + b • v, h u⟫_ℝ := by
  have key := surfaceForm_symm hu hv hn hW 1 0 a b
  rw [one_smul, zero_smul, add_zero] at key
  unfold surfaceForm at key
  rw [hw] at key
  linarith
```

## The Wronskian relation is also necessary

For the pair $u$, $v$ the defect is 1, and the surface terms contribute $-R^2(u'(R)v(R) - u(R)v'(R))$. Their sum is zero exactly when the Wronskian expression equals 1. Each direction of the equivalence is again a linear combination of the defect identity and the assumed equation.

```lean
/-- For `h u = E u`, `h v = E v + u` and normalized `u`, the surface-corrected Hamiltonian is
symmetric between `u` and `v` exactly when `R² (u' v - u v') = 1` at the sphere. -/
theorem surfaceForm_symm_iff_wronskian {h : H →ₗ[ℝ] H} {val slope : H →ₗ[ℝ] ℝ}
    {u v : H} {E R : ℝ} (hu : h u = E • u) (hv : h v = E • v + u) (hn : ‖u‖ = 1) :
    surfaceForm h val slope R u v = surfaceForm h val slope R v u ↔
      R ^ 2 * (slope u * val v - val u * slope v) = 1 := by
  have hdef := hermiticity_defect hu hv hn 1 0 0 1
  simp only [one_smul, zero_smul, add_zero, zero_add] at hdef
  unfold surfaceForm
  constructor
  · intro hs
    linear_combination hdef - hs
  · intro hW
    linear_combination hdef - hW
```

## Without the surface term only the zero orbital is left

Suppose that $u(R) \neq 0$ and that $\langle u, hw\rangle = \langle w, hu\rangle$ for an orbital with $w(R) = 0$. The defect between $u$ and $w$ is $b$, so $b = 0$. The boundary condition becomes $a\,u(R) = 0$, hence $a = 0$ and $w = 0$. The converse is immediate. For every nonzero local orbital of this kind, the bare matrix element therefore depends on which of the two functions $h$ acts on. The condition on $u(R)$ matters: if $u(R) = 0$, then $w = u$ is an allowed orbital with no defect.

```lean
/-- Let `h u = E u`, `h v = E v + u`, `u` be normalized and nonzero at the sphere. For a local
orbital `w = a u + b v` that vanishes at the sphere, `⟨u, h w⟩ = ⟨w, h u⟩` holds without a
surface term only if `w = 0`. -/
theorem hermitian_without_surface_iff {h : H →ₗ[ℝ] H} {val : H →ₗ[ℝ] ℝ}
    {u v : H} {E a b : ℝ} (hu : h u = E • u) (hv : h v = E • v + u) (hn : ‖u‖ = 1)
    (huR : val u ≠ 0) (hw : val (a • u + b • v) = 0) :
    ⟪u, h (a • u + b • v)⟫_ℝ = ⟪a • u + b • v, h u⟫_ℝ ↔ a • u + b • v = 0 := by
  constructor
  · intro heq
    have hdef := hermiticity_defect hu hv hn 1 0 a b
    rw [one_smul, zero_smul, add_zero] at hdef
    -- the defect is b, and the boundary condition then removes a
    have hb : b = 0 := by linarith
    have h1 : val (a • u + b • v) = a * val u + b * val v := by simp
    rw [hw, hb] at h1
    have h2 : a * val u = 0 := by linarith
    have ha : a = 0 := (mul_eq_zero.mp h2).resolve_right huR
    rw [ha, hb]
    simp
  · intro h0
    rw [h0]
    simp
```

## The smallest case: two dimensions

The hypotheses force $u$ and $v$ to be linearly independent. If $v$ were a multiple of $u$, then $hv = Ev$, which contradicts $hv = Ev + u$ with $u \neq 0$. Two dimensions are thus the least possible, and there the Hamiltonian can be taken as

$$h = \begin{pmatrix} E & 1 \\ 0 & E \end{pmatrix}.$$

```lean
/-- The two-dimensional model Hamiltonian with rows `(E, 1)` and `(0, E)`. -/
def modelH (E : ℝ) : EuclideanSpace ℝ (Fin 2) →ₗ[ℝ] EuclideanSpace ℝ (Fin 2) where
  toFun x := !₂[E * x 0 + x 1, E * x 1]
  map_add' x y := by ext i; fin_cases i <;> simp <;> ring
  map_smul' c x := by ext i; fin_cases i <;> simp <;> ring
```

For a vector with components $x_0, x_1$, let the boundary value be $x_0 + x_1$.

```lean
/-- The model boundary value: the sum of the two coordinates. -/
def modelVal : EuclideanSpace ℝ (Fin 2) →ₗ[ℝ] ℝ where
  toFun x := x 0 + x 1
  map_add' x y := by simp; ring
  map_smul' c x := by simp; ring
```

Let the slope be $x_0$.

```lean
/-- The model boundary slope: the first coordinate. -/
def modelSlope : EuclideanSpace ℝ (Fin 2) →ₗ[ℝ] ℝ where
  toFun x := x 0
  map_add' x y := by simp
  map_smul' c x := by simp
```

The two basis vectors take the roles of $u$ and $v$.

```lean
/-- The first basis vector, in the role of `u`. -/
def modelU : EuclideanSpace ℝ (Fin 2) := !₂[1, 0]

/-- The second basis vector, in the role of `v`. -/
def modelV : EuclideanSpace ℝ (Fin 2) := !₂[0, 1]
```

With $R = 1$ the Wronskian expression is $1\cdot 1 - 1\cdot 0 = 1$, and $w = u - v$ vanishes at the sphere. Here $hw = (E-1, -E)$, so $\langle u, hw\rangle = E - 1$, while $\langle w, hu\rangle = E$. The surface term $u(R)w'(R) = 1$ makes up the difference.

The theorem below confirms that this model meets all the assumptions for every $E$, including the orthogonality that the main result does not use. The model is an algebraic example; no radial potential is constructed for it.

```lean
/-- The model with `R = 1` satisfies the energy equations, normalization, orthogonality and the
Wronskian relation; `u` is nonzero at the sphere and the local orbital `u - v` vanishes there. -/
theorem surface_term_witness (E : ℝ) :
    modelH E modelU = E • modelU ∧ modelH E modelV = E • modelV + modelU ∧
    ‖modelU‖ = 1 ∧ ⟪modelU, modelV⟫_ℝ = 0 ∧
    (1 : ℝ) ^ 2 * (modelSlope modelU * modelVal modelV
      - modelVal modelU * modelSlope modelV) = 1 ∧
    modelVal modelU ≠ 0 ∧ modelVal ((1 : ℝ) • modelU + (-1 : ℝ) • modelV) = 0 := by
  refine ⟨?_, ?_, ?_, ?_, ?_, ?_, ?_⟩
  · ext i
    fin_cases i <;> simp [modelH, modelU]
  · ext i
    fin_cases i <;> simp [modelH, modelU, modelV]
  · simp [modelU, EuclideanSpace.norm_eq, Fin.sum_univ_two]
  · simp [modelU, modelV, PiLp.inner_apply, Fin.sum_univ_two]
  · have hs : ∀ x, modelSlope x = x 0 := fun _ => rfl
    have hb : ∀ x, modelVal x = x 0 + x 1 := fun _ => rfl
    rw [hs, hs, hb, hb]
    simp [modelU, modelV]
  · simp [modelVal, modelU]
  · simp [modelVal, modelU, modelV]

end

end APWLocalOrbitalSurface
```

```lean
#print axioms APWLocalOrbitalSurface.radial_wronskian
#print axioms APWLocalOrbitalSurface.surface_term_restores_hermiticity
#print axioms APWLocalOrbitalSurface.surfaceForm_symm_iff_wronskian
#print axioms APWLocalOrbitalSurface.hermitian_without_surface_iff
```

```
'APWLocalOrbitalSurface.radial_wronskian' depends on axioms: [propext, Classical.choice, Quot.sound]
'APWLocalOrbitalSurface.surface_term_restores_hermiticity' depends on axioms: [propext, Classical.choice, Quot.sound]
'APWLocalOrbitalSurface.surfaceForm_symm_iff_wronskian' depends on axioms: [propext, Classical.choice, Quot.sound]
'APWLocalOrbitalSurface.hermitian_without_surface_iff' depends on axioms: [propext, Classical.choice, Quot.sound]
```
